# When imaginary-time steps with a diagonalisable non-Hermitian Hamiltonian take every start vector to (l·x) r

The Hamiltonian is taken to be a finite complex matrix H = S diag(E) S⁻¹ with S invertible, so it has a complete set of right eigenvectors but need not be Hermitian. Repeated steps 1 − τ(H − E_g) then take every start vector x to (l·x) r, where r and l are the right and left states of energy E_g, scaled so that l·r = 1, exactly when every other mode is multiplied by a factor of modulus below one.

```lean
import Mathlib

open Matrix Filter Topology

namespace TranscorrelatedProjection

noncomputable section

variable {n : Type*} [Fintype n] [DecidableEq n]

/-- The Hamiltonian with energies `E` and right eigenvectors the columns of `S`,
for invertible `S`. It need not be Hermitian. -/
def hamiltonian (S : Matrix n n ℂ) (E : n → ℂ) : Matrix n n ℂ :=
  S * diagonal E * S⁻¹

/-- One linear imaginary-time step `1 - τ (H - E₀)`. -/
def propagator (H : Matrix n n ℂ) (τ : ℝ) (E₀ : ℂ) : Matrix n n ℂ :=
  1 - (τ : ℂ) • (H - E₀ • (1 : Matrix n n ℂ))

/-- The right state `g`: column `g` of `S`. -/
def rightState (S : Matrix n n ℂ) (g : n) : n → ℂ := fun i => S i g

/-- The left state `g`: row `g` of `S⁻¹`, for invertible `S`. -/
def leftState (S : Matrix n n ℂ) (g : n) : n → ℂ := fun j => S⁻¹ g j

variable {S : Matrix n n ℂ}

/-- For invertible `S`, left and right states are biorthonormal. -/
theorem biorthonormal (hS : IsUnit S.det) (i j : n) :
    leftState S i ⬝ᵥ rightState S j = if i = j then 1 else 0 := by
  change (S⁻¹ * S) i j = _
  rw [nonsing_inv_mul _ hS, one_apply]

/-- For invertible `S`, `k` imaginary-time steps multiply the mode of energy `E j` by
`(1 - τ (E j - E₀)) ^ k`. -/
theorem propagator_pow (hS : IsUnit S.det) (E : n → ℂ) (τ : ℝ) (E₀ : ℂ) (k : ℕ) :
    propagator (hamiltonian S E) τ E₀ ^ k =
      S * diagonal (fun j => (1 - (τ : ℂ) * (E j - E₀)) ^ k) * S⁻¹ := by
  -- a single step is diagonal in the eigenbasis
  have hd : diagonal (fun j => 1 - (τ : ℂ) * (E j - E₀)) =
      1 - (τ : ℂ) • (diagonal E - E₀ • (1 : Matrix n n ℂ)) := by
    ext i j
    by_cases h : i = j
    · subst h
      simp
    · simp [h]
  have hP : propagator (hamiltonian S E) τ E₀ =
      S * diagonal (fun j => 1 - (τ : ℂ) * (E j - E₀)) * S⁻¹ := by
    rw [hd, propagator, hamiltonian]
    simp only [Matrix.mul_sub, Matrix.sub_mul, Matrix.mul_smul, Matrix.smul_mul,
      Matrix.mul_one, mul_nonsing_inv _ hS, smul_sub]
  induction k with
  | zero => simp [mul_nonsing_inv _ hS]
  | succ k ih =>
    rw [pow_succ, ih, hP]
    calc _ = S * diagonal (fun j => (1 - (τ : ℂ) * (E j - E₀)) ^ k) * (S⁻¹ * S) *
          diagonal (fun j => 1 - (τ : ℂ) * (E j - E₀)) * S⁻¹ := by
          simp only [Matrix.mul_assoc]
      _ = _ := by
          rw [nonsing_inv_mul _ hS, Matrix.mul_one, Matrix.mul_assoc S, diagonal_mul_diagonal]
          simp only [pow_succ]

/-- For invertible `S`, the propagated vector is a sum over right states, weighted by the overlaps
of the start vector with the left states times the `k`-th powers of the step factors. -/
theorem mode_expansion (hS : IsUnit S.det) (E : n → ℂ) (τ : ℝ) (E₀ : ℂ) (k : ℕ) (x : n → ℂ) :
    propagator (hamiltonian S E) τ E₀ ^ k *ᵥ x =
      ∑ j, ((1 - (τ : ℂ) * (E j - E₀)) ^ k * (leftState S j ⬝ᵥ x)) • rightState S j := by
  ext i
  rw [propagator_pow hS, ← mulVec_mulVec, ← mulVec_mulVec, Finset.sum_apply]
  change ∑ j, S i j * (diagonal _ *ᵥ (S⁻¹ *ᵥ x)) j = _
  refine Finset.sum_congr rfl fun j _ => ?_
  rw [mulVec_diagonal]
  change S i j * ((1 - (τ : ℂ) * (E j - E₀)) ^ k * (leftState S j ⬝ᵥ x)) =
    (1 - (τ : ℂ) * (E j - E₀)) ^ k * (leftState S j ⬝ᵥ x) * S i j
  ring

/-- For invertible `S`, imaginary-time projection takes every start vector `x` to `(l ⬝ x) r`,
with `l` and `r` the left and right states `g`, exactly when every other mode has a step factor
of modulus below one. -/
theorem projection_iff (hS : IsUnit S.det) (E : n → ℂ) (g : n) (τ : ℝ) :
    (∀ x : n → ℂ, Tendsto (fun k : ℕ => propagator (hamiltonian S E) τ (E g) ^ k *ᵥ x) atTop
      (𝓝 ((leftState S g ⬝ᵥ x) • rightState S g))) ↔
      ∀ i, i ≠ g → ‖1 - (τ : ℂ) * (E i - E g)‖ < 1 := by
  constructor
  · intro h i hi
    -- start from the right state `i`, which only gets rescaled
    have hstep : ∀ k : ℕ, propagator (hamiltonian S E) τ (E g) ^ k *ᵥ rightState S i =
        (1 - (τ : ℂ) * (E i - E g)) ^ k • rightState S i := by
      intro k
      rw [mode_expansion hS]
      simp [biorthonormal hS]
    have hx := h (rightState S i)
    simp only [hstep, biorthonormal hS, if_neg hi.symm, zero_smul] at hx
    obtain ⟨m, hm⟩ : ∃ m, S m i ≠ 0 := by
      by_contra hc
      have hr : rightState S i = 0 := funext fun m => not_not.1 fun hm => hc ⟨m, hm⟩
      have hb := biorthonormal hS i i
      rw [hr, dotProduct_zero, if_pos rfl] at hb
      exact zero_ne_one hb
    have h0 : Tendsto (fun k : ℕ => (1 - (τ : ℂ) * (E i - E g)) ^ k) atTop (𝓝 0) := by
      convert (tendsto_pi_nhds.1 hx m).div_const (S m i) using 1
      · ext k
        change _ = (1 - (τ : ℂ) * (E i - E g)) ^ k * S m i / S m i
        rw [mul_div_cancel_right₀ _ hm]
      · simp
    by_contra hc
    have h1 : ∀ k : ℕ, 1 ≤ ‖(1 - (τ : ℂ) * (E i - E g)) ^ k‖ := fun k => by
      rw [norm_pow]
      exact one_le_pow₀ (not_lt.1 hc)
    have h2 := ge_of_tendsto' h0.norm h1
    rw [norm_zero] at h2
    linarith
  · intro h x
    -- all modes except `g` die out
    have hsum : (leftState S g ⬝ᵥ x) • rightState S g =
        ∑ j, (if j = g then leftState S j ⬝ᵥ x else 0) • rightState S j := by
      simp
    simp only [mode_expansion hS]
    rw [hsum]
    refine tendsto_finsetSum _ fun j _ => Tendsto.smul_const ?_ _
    by_cases hj : j = g
    · subst hj
      simp
    · rw [if_neg hj]
      have ht := (tendsto_pow_atTop_nhds_zero_of_norm_lt_one (h j hj)).mul_const
        (leftState S j ⬝ᵥ x)
      rwa [zero_mul] at ht

/-- For invertible `S`, real energies with `E g` strictly lowest, and `τ > 0`, the projection
onto state `g` converges for every start vector exactly when `τ (E i - E g) < 2` for all other
states. -/
theorem real_projection_iff (hS : IsUnit S.det) (E : n → ℝ) (g : n) (τ : ℝ) (hτ : 0 < τ)
    (hE : ∀ i, i ≠ g → E g < E i) :
    (∀ x : n → ℂ, Tendsto (fun k : ℕ =>
      propagator (hamiltonian S (fun i => (E i : ℂ))) τ (E g : ℂ) ^ k *ᵥ x) atTop
      (𝓝 ((leftState S g ⬝ᵥ x) • rightState S g))) ↔
      ∀ i, i ≠ g → τ * (E i - E g) < 2 := by
  refine (projection_iff hS (fun i => (E i : ℂ)) g τ).trans (forall₂_congr fun i hi => ?_)

  have e : (1 : ℂ) - (τ : ℂ) * ((E i : ℂ) - (E g : ℂ)) =
      ((1 - τ * (E i - E g) : ℝ) : ℂ) := by
    push_cast
    ring
  have hpos := mul_pos hτ (sub_pos.2 (hE i hi))
  rw [e, Complex.norm_real, Real.norm_eq_abs, abs_lt]
  constructor
  · intro h
    linarith [h.1]
  · intro h
    constructor <;> linarith

/-- A two-state model with one-way coupling `a`, non-Hermitian for `a ≠ 0`. -/
def twoState (a : ℂ) : Matrix (Fin 2) (Fin 2) ℂ := !![0, a; 0, 1]

/-- The two-state model is diagonalised by the invertible matrix `[[1, a], [0, 1]]`, with
energies 0 and 1. -/
theorem twoState_witness (a : ℂ) :
    IsUnit (!![1, a; 0, 1] : Matrix (Fin 2) (Fin 2) ℂ).det ∧
      hamiltonian !![1, a; 0, 1] ![0, 1] = twoState a := by
  have hinv : (!![1, a; 0, 1] : Matrix (Fin 2) (Fin 2) ℂ)⁻¹ = !![1, -a; 0, 1] := by
    apply inv_eq_right_inv
    ext i j
    fin_cases i <;> fin_cases j <;> simp [Matrix.mul_apply, Fin.sum_univ_two]
  constructor
  · simp [det_fin_two]
  · rw [hamiltonian, hinv]
    ext i j
    fin_cases i <;> fin_cases j <;>
      simp [twoState, Matrix.mul_apply, Fin.sum_univ_two, vecMul_diagonal]

/-- The vector reached from `(0, 1)` after `k` steps in the two-state model. -/
theorem twoState_trajectory (a : ℂ) (τ : ℝ) (k : ℕ) :
    propagator (twoState a) τ 0 ^ k *ᵥ ![0, 1] =
      ![-a * (1 - (1 - (τ : ℂ)) ^ k), (1 - (τ : ℂ)) ^ k] := by
  have hP : propagator (twoState a) τ 0 = !![1, -((τ : ℂ) * a); 0, 1 - (τ : ℂ)] := by
    ext i j
    fin_cases i <;> fin_cases j <;> simp [propagator, twoState]
  induction k with
  | zero => simp
  | succ k ih =>
    rw [pow_succ', ← mulVec_mulVec, ih, hP]
    ext i
    fin_cases i <;> simp [mulVec, dotProduct, Fin.sum_univ_two] <;> ring

/-- For `0 < τ < 2`, the Euclidean norm of the two-state trajectory from `(0, 1)` starts at 1
and tends to `|a|`. -/
theorem twoState_norm (a : ℂ) (τ : ℝ) (h0 : 0 < τ) (h2 : τ < 2) :
    ‖WithLp.toLp 2 (propagator (twoState a) τ 0 ^ 0 *ᵥ ![0, 1])‖ = 1 ∧
      Tendsto (fun k : ℕ => ‖WithLp.toLp 2 (propagator (twoState a) τ 0 ^ k *ᵥ ![0, 1])‖)
        atTop (𝓝 ‖a‖) := by
  constructor
  · simp [EuclideanSpace.norm_eq]
  · have e : ‖(1 : ℂ) - (τ : ℂ)‖ < 1 := by
      rw [← Complex.ofReal_one, ← Complex.ofReal_sub, Complex.norm_real, Real.norm_eq_abs,
        abs_lt]
      constructor <;> linarith
    have hc := tendsto_pow_atTop_nhds_zero_of_norm_lt_one e
    have hu := ((tendsto_const_nhds (x := (1 : ℂ))).sub hc).const_mul (-a)
    convert ((hu.norm.pow 2).add (hc.norm.pow 2)).sqrt using 1
    · ext k
      simp only [twoState_trajectory]
      simp [EuclideanSpace.norm_eq, Fin.sum_univ_two]
    · simp

end

end TranscorrelatedProjection
```

In `hamiltonian S E`, column j of S is the right state r_j and row j of S⁻¹ is the left state l_j; the code calls them `rightState S j` and `leftState S j`. The index g marks the target state, and r and l are short for r_g and l_g. The product l·x is the plain sum of products, without complex conjugation. Rescaling a column of S rescales the matching row of S⁻¹ inversely, so the limit (l·x) r does not depend on how r is normalised.

`propagator H τ E₀` is one linear step with real time step τ and reference energy E₀. In `projection_iff` the energies may be complex, g may be any state, and E₀ is set to E_g. The theorem says that the iterates tend to (l·x) r for all x if and only if

|1 − τ(E_i − E_g)| < 1 for all i ≠ g.

`real_projection_iff` adds three hypotheses: real energies, E_g strictly below all others, and τ > 0. The criterion becomes

τ(E_i − E_g) < 2 for all i ≠ g.

Such matrices arise in transcorrelated methods, where a correlation factor is moved into the Hamiltonian by a similarity transformation. If a finite Hermitian matrix is transformed exactly by an invertible matrix, the result is diagonalisable with real energies. A transcorrelated Hamiltonian projected onto a finite orbital basis need not inherit these properties, so diagonalisability is assumed throughout, and real energies in `real_projection_iff`. The model also holds E_g fixed at its exact value and has no sampling noise, whereas in a practical calculation E_g is usually not known in advance.

Within this deterministic, finite and diagonalisable model, the energies alone decide which time steps are allowed. Non-orthogonality of the right states does not change this, but it can affect the size of the vector along the way.

To see why the criterion holds, write 1 = S S⁻¹ in the propagator P = 1 − τ(H − E₀). This gives

P = S diag(q) S⁻¹, with q_j = 1 − τ(E_j − E₀).

In a product of k such factors each inner S⁻¹S cancels, so

Pᵏ = S diag(qᵏ) S⁻¹,

where the power is taken entry by entry. This is `propagator_pow`, proved by induction on k. Component j of S⁻¹x is l_j·x, and multiplying by S puts the right states back together:

Pᵏ x = Σ_j q_jᵏ (l_j·x) r_j.

This is `mode_expansion`. The lemma `biorthonormal` reads S⁻¹S = 1 entry by entry: l_i·r_j is 1 for i = j and 0 otherwise.

Now set E₀ = E_g, so that q_g = 1. If |q_i| < 1 for every i ≠ g, all terms but one vanish as k grows, and (l·x) r remains. The proof takes this limit term by term in the finite sum.

For the converse, suppose that the limit holds for every start vector, and start from r_i with i ≠ g. Biorthonormality gives

Pᵏ r_i = q_iᵏ r_i,

while the assumed limit is (l·r_i) r = 0. Since l_i·r_i = 1, the vector r_i has a nonzero component m. Dividing that component of the iterates by its starting value shows that q_iᵏ → 0. If |q_i| were at least 1, every power would have modulus at least 1, a contradiction.

For real energies the condition |q_i| < 1 means

−1 < 1 − τ(E_i − E_g) < 1.

The right-hand inequality holds because τ and the gap are positive, and the left-hand one is τ(E_i − E_g) < 2. In Lean, `abs_lt` splits the modulus into these two inequalities and `linarith` settles them.

The smallest case has a single state. There are then no other modes, the condition is empty, and P = 1 leaves x = (l·x) r unchanged.

The two-state model H = [[0, a], [0, 1]] shows what non-orthogonality does to the norm. `twoState_witness` diagonalises it with S = [[1, a], [0, 1]] and energies 0 and 1. The right states are (1, 0) and (a, 1); once both are normalised, their overlap has modulus |a|/√(1 + |a|²). The left state of energy 0 is (1, −a), so the start vector x = (0, 1) has l·x = −a.

With E₀ = 0 and q = 1 − τ, one step is the matrix [[1, −τa], [0, q]]. The trajectory is

Pᵏ x = (−a(1 − qᵏ), qᵏ).

It is correct at k = 0. One further step gives the second component qᵏ⁺¹ and the first component

−a(1 − qᵏ) − τa qᵏ = −a(1 − qᵏ⁺¹),

which completes the induction in `twoState_trajectory`. The squared Euclidean norm is therefore

|a|² |1 − qᵏ|² + |q|²ᵏ.

It equals 1 at k = 0. For 0 < τ < 2 we have |q| < 1, so the norm tends to |a|, as `twoState_norm` states; `WithLp.toLp 2` selects the Euclidean norm there.

The start vector is the difference of two longer pieces when |a| is large,

(0, 1) = (a, 1) − a(1, 0),

and for 0 < τ < 2 the first piece dies out and no longer cancels the second, which leaves a vector of norm |a| in the limit. Growth from 1 towards a large |a| is thus compatible with a convergent projection. At a = 0 the matrix is Hermitian, x is itself the excited state, and the norm falls to zero.

```lean
#print axioms TranscorrelatedProjection.projection_iff
#print axioms TranscorrelatedProjection.real_projection_iff
#print axioms TranscorrelatedProjection.twoState_norm
```

```
'TranscorrelatedProjection.projection_iff' depends on axioms: [propext, Classical.choice, Quot.sound]
'TranscorrelatedProjection.real_projection_iff' depends on axioms: [propext, Classical.choice, Quot.sound]
'TranscorrelatedProjection.twoState_norm' depends on axioms: [propext, Classical.choice, Quot.sound]
```
